# The k²-weighted squared overlap of a Gaussian ultrasoft projector peaks at k = 1/s

Let \(\beta(x)=e^{-x^2/(2s^2)}\) be a projector of width \(s>0\) on the line. Its overlap with the standing wave \(\cos(kx)\) is

\[
b(k)=\int_{-\infty}^{\infty}\beta(x)\cos(kx)\,dx=s\sqrt{2\pi}\,e^{-s^2k^2/2}.
\]

Let \(D\) be the strength of the nonlocal term and \(q\) its augmentation charge, which measures the norm that the smooth wave lacks. In units with \(\hbar=m=1\), the nonlocal matrix element in \(\cos(kx)\), taken at the energy \(k^2/2\), is

\[
V(k)=\left(D-\tfrac12 qk^2\right)b(k)^2,
\]

and it tends to 0 as \(k\to\infty\). For \(k>0\), the weighted quantity \(k^2b(k)^2\) is at most \(2\pi/e\), reaches this value only at \(k=1/s\), and decreases strictly from there on.

The maximum at \(k=1/s\) does not mark a cutoff of the projector: \(b(k)^2\) there is still \(1/e\) of its value at \(k=0\).

## From the Gaussian integral to the extrema

**The overlap.** Completing the square gives

\[
-\frac{x^2}{2s^2}+ikx=-\frac{(x-is^2k)^2}{2s^2}-\frac{s^2k^2}{2}.
\]

The shifted Gaussian integrates to \(s\sqrt{2\pi}\), so \(\int\beta(x)e^{ikx}dx=s\sqrt{2\pi}\,e^{-s^2k^2/2}\). The real part is \(b(k)\), and squaring gives \(b(k)^2=2\pi s^2e^{-s^2k^2}\).

**The matrix element.** At energy \(\varepsilon\) the nonlocal operator sends \(\psi\) to \(\beta\,(D-\varepsilon q)\int\beta\psi\). Multiplying by \(\cos(kx)\) and integrating produces a second factor \(b(k)\). Setting \(\varepsilon=k^2/2\) gives \(V(k)\). With \(t=s^2k^2\),

\[
V(k)=2\pi s^2D\,e^{-t}-\pi q\,t\,e^{-t},
\]

and both terms vanish as \(t\to\infty\).

**The maximum.** The tangent line of the exponential at 0 gives \(e^{t-1}\ge t\), with equality only at \(t=1\). Multiplying by \(e^{-t}\) gives \(te^{-t}\le e^{-1}\) for every real \(t\). Since \(k^2b(k)^2=2\pi\,te^{-t}\), the maximum is \(2\pi/e\), at \(s^2k^2=1\).

**The decrease.** Let \(1\le u<v\). Then \(e^{v-u}>1+v-u\), and

\[
u(1+v-u)-v=(u-1)(v-u)\ge0.
\]

Hence \(v<ue^{v-u}\), which is \(ve^{-v}<ue^{-u}\).

**The full matrix element.** For \(q>0\), put \(u=s^2k^2-2s^2D/q\). Then

\[
V(k)=-\pi q\,e^{-2s^2D/q}\,u\,e^{-u}\ \ge\ -\pi q\,e^{-(1+2s^2D/q)},
\]

with equality exactly when \(k^2=2D/q+1/s^2\). If the right-hand side of that condition is negative, no real \(k\) attains the bound.

In the limiting case \(D=0\), the matrix element \(V(k)\) is \(-\tfrac q2k^2b(k)^2\). Its minimum \(-\pi q/e\) then lies at \(|k|=1/s\), where the weighted overlap has its maximum. A nonzero \(D\) moves the minimum away from this point.

**In a plane-wave code.** The factor \(D-\varepsilon q\) appears when the residual \((H-\varepsilon S)\psi\) is formed, where \(H\) is the Hamiltonian and \(S\) the overlap operator. If the projections are evaluated in reciprocal space, the projector enters through its Fourier transform at the wave numbers of the basis; many codes can also evaluate them on a real-space grid. For this one-dimensional model with a single Gaussian projector, \(b(k)^2\) at \(k=4/s\) is \(e^{-16}\approx10^{-7}\) of its value at \(k=0\), so a basis that reaches this wave number leaves out very little of the projector.

## The operator and its matrix element as integrals

All parameters are real numbers, and the integrals run over the whole line.

```lean
import Mathlib

open MeasureTheory Filter
open scoped Real Topology

namespace UltrasoftGaussianScattering

noncomputable section
```

`projector s x` is \(\beta(x)\), without normalisation.

```lean
/-- The Gaussian projector of width `s`. -/
def projector (s x : ℝ) : ℝ := Real.exp (-x ^ 2 / (2 * s ^ 2))
```

`overlap s k` is \(b(k)\), defined by its integral; the closed form is a theorem below.

```lean
/-- The overlap of the projector with the standing wave `cos (k x)`. -/
def overlap (s k : ℝ) : ℝ := ∫ x : ℝ, projector s x * Real.cos (k * x)
```

`nonlocalAction` is the operator with one projector and one channel; the energy `ε` is left as a parameter.

```lean
/-- The ultrasoft nonlocal operator at energy `ε`, with strength `D` and augmentation
charge `q`, applied to a wave `ψ`. -/
def nonlocalAction (s D q ε : ℝ) (ψ : ℝ → ℝ) (x : ℝ) : ℝ :=
  projector s x * ((D - ε * q) * ∫ y : ℝ, projector s y * ψ y)
```

`nonlocalStrength` is \(V(k)\), with the energy fixed at `k ^ 2 / 2`. From here on, "the strength" means \(V(k)\), not the coefficient \(D\). The wave \(\cos(kx)\) has amplitude 1 and is not normalisable, but the Gaussian makes the integrals finite. This is a diagonal matrix element in a free wave. The model contains no local potential, and no phase shift or logarithmic derivative is computed.

```lean
/-- The diagonal matrix element of the nonlocal operator in the wave `cos (k x)`, taken at
the kinetic energy `k ^ 2 / 2` of that wave. -/
def nonlocalStrength (s D q k : ℝ) : ℝ :=
  ∫ x : ℝ, Real.cos (k * x) *
    nonlocalAction s D q (k ^ 2 / 2) (fun y => Real.cos (k * y)) x
```

## The closed form of the overlap

Mathlib's `integral_cexp_quadratic` does the work of completing the square, for a quadratic coefficient with negative real part. Here that coefficient is \(-1/(2s^2)\) and the linear one is \(ik\). The step `hroot` identifies the prefactor as \(s\sqrt{2\pi}\), and `hexp` identifies the remaining exponential.

```lean
/-- The overlap of the Gaussian projector with a plane wave is a Gaussian in the
wave number. -/
theorem planeWave_overlap {s : ℝ} (hs : 0 < s) (k : ℝ) :
    ∫ x : ℝ, (projector s x : ℂ) * Complex.exp ((k : ℂ) * (x : ℂ) * Complex.I) =
      ((s * √(2 * π) * Real.exp (-(s ^ 2 * k ^ 2) / 2) : ℝ) : ℂ) := by
  have hs' : (s : ℂ) ≠ 0 := by exact_mod_cast hs.ne'
  have hb : ((-(1 / (2 * s ^ 2)) : ℝ) : ℂ).re < 0 := by
    rw [Complex.ofReal_re]
    have : 0 < 1 / (2 * s ^ 2) := by positivity
    linarith
  -- the Gaussian integral with a complex linear term
  have h := integral_cexp_quadratic hb ((k : ℂ) * Complex.I) 0
  have hroot : ((π : ℂ) / -((-(1 / (2 * s ^ 2)) : ℝ) : ℂ)) ^ (1 / 2 : ℂ) =
      ((s * √(2 * π) : ℝ) : ℂ) := by
    have h1 : (π : ℂ) / -((-(1 / (2 * s ^ 2)) : ℝ) : ℂ) =
        ((s ^ 2 * (2 * π) : ℝ) : ℂ) := by
      push_cast
      field_simp
    have h2 : s * √(2 * π) = (s ^ 2 * (2 * π)) ^ (1 / 2 : ℝ) := by
      rw [← Real.sqrt_eq_rpow, Real.sqrt_mul (sq_nonneg s), Real.sqrt_sq hs.le]
    rw [h1, h2, Complex.ofReal_cpow (by positivity)]
    norm_num
  have hexp : Complex.exp (0 - ((k : ℂ) * Complex.I) ^ 2 /
      (4 * ((-(1 / (2 * s ^ 2)) : ℝ) : ℂ))) =
      ((Real.exp (-(s ^ 2 * k ^ 2) / 2) : ℝ) : ℂ) := by
    rw [Complex.ofReal_exp]
    congr 1
    push_cast
    rw [mul_pow, Complex.I_sq]
    field_simp
    ring
  rw [hroot, hexp] at h
  rw [Complex.ofReal_mul, ← h]
  refine integral_congr_ae (Eventually.of_forall fun x => ?_)
  simp only [projector]
  rw [Complex.ofReal_exp, ← Complex.exp_add]
  congr 1
  push_cast
  ring
```

Taking the real part inside the integral requires integrability. Lean assigns the value 0 to the integral of a non-integrable function, so the positive value just found shows that the integrand is integrable.

```lean
/-- The overlap with `cos (k x)` is `s √(2π) exp (-s² k² / 2)`. -/
theorem overlap_eq {s : ℝ} (hs : 0 < s) (k : ℝ) :
    overlap s k = s * √(2 * π) * Real.exp (-(s ^ 2 * k ^ 2) / 2) := by
  have h := planeWave_overlap hs k
  have hpos : 0 < s * √(2 * π) * Real.exp (-(s ^ 2 * k ^ 2) / 2) := by positivity
  -- a non-zero integral comes from an integrable function
  have hint : Integrable (fun x : ℝ =>
      (projector s x : ℂ) * Complex.exp ((k : ℂ) * (x : ℂ) * Complex.I)) := by
    by_contra hn
    rw [integral_undef hn] at h
    exact hpos.ne (by exact_mod_cast h)
  have hre := Complex.reCLM.integral_comp_comm hint
  rw [h, Complex.reCLM_apply, Complex.ofReal_re] at hre
  rw [← hre]
  refine integral_congr_ae (Eventually.of_forall fun x => ?_)
  change projector s x * Real.cos (k * x) =
    ((projector s x : ℂ) * Complex.exp ((k : ℂ) * (x : ℂ) * Complex.I)).re
  rw [Complex.re_ofReal_mul, ← Complex.ofReal_mul, Complex.exp_ofReal_mul_I_re]
```

Squaring removes the root and doubles the exponent.

```lean
/-- The squared overlap is `2π s² exp (-s² k²)`. -/
theorem overlap_sq {s : ℝ} (hs : 0 < s) (k : ℝ) :
    overlap s k ^ 2 = 2 * π * s ^ 2 * Real.exp (-(s ^ 2 * k ^ 2)) := by
  have he : Real.exp (-(s ^ 2 * k ^ 2) / 2) ^ 2 = Real.exp (-(s ^ 2 * k ^ 2)) := by
    rw [← Real.exp_nat_mul]
    congr 1
    push_cast
    ring
  rw [overlap_eq hs, mul_pow, mul_pow, Real.sq_sqrt (by positivity), he]
  ring
```

## Factorisation and decay of the strength

The inner integral is a constant, so it comes out of the outer one and leaves the second factor \(b(k)\).

```lean
/-- The nonlocal matrix element is the energy-dependent coupling `D - q k² / 2` times the
squared overlap. -/
theorem nonlocalStrength_eq (s D q k : ℝ) :
    nonlocalStrength s D q k = (D - q * k ^ 2 / 2) * overlap s k ^ 2 := by
  have h : nonlocalStrength s D q k = ∫ x : ℝ, (projector s x * Real.cos (k * x)) *
      ((D - k ^ 2 / 2 * q) * overlap s k) := by
    refine integral_congr_ae (Eventually.of_forall fun x => ?_)
    simp only [nonlocalAction, overlap]
    ring
  rw [h, integral_mul_const]
  change overlap s k * _ = _
  ring
```

The limit is stated for \(k\to+\infty\) and for any real `D` and `q`. The proof splits \(V(k)\) into the two terms found above and applies the decay of \(t^ne^{-t}\) with \(n=0\) and \(n=1\), composed with \(t=s^2k^2\to\infty\).

```lean
/-- The nonlocal strength tends to zero as the wave number grows. -/
theorem nonlocalStrength_tendsto_zero {s : ℝ} (hs : 0 < s) (D q : ℝ) :
    Tendsto (nonlocalStrength s D q) atTop (𝓝 0) := by
  have ht : Tendsto (fun k : ℝ => s ^ 2 * k ^ 2) atTop atTop :=
    (tendsto_pow_atTop two_ne_zero).const_mul_atTop (by positivity)
  have h0 := ((Real.tendsto_pow_mul_exp_neg_atTop_nhds_zero 0).comp ht).const_mul
    (2 * π * s ^ 2 * D)
  have h1 := ((Real.tendsto_pow_mul_exp_neg_atTop_nhds_zero 1).comp ht).const_mul (π * q)
  have h := h0.sub h1
  rw [mul_zero, mul_zero, sub_zero] at h
  refine h.congr fun k => ?_
  rw [nonlocalStrength_eq, overlap_sq hs]
  simp only [Function.comp_apply]
  ring
```

## The tangent-line inequality and the peak

This lemma holds for every real `t`, including the negative values that the full strength can require. The strict inequality `Real.add_one_lt_exp` settles the equality case.

```lean
/-- The function `t exp (-t)` is at most `exp (-1)`, with equality only at `t = 1`. -/
theorem mul_exp_neg_le (t : ℝ) :
    t * Real.exp (-t) ≤ Real.exp (-1) ∧
      (t * Real.exp (-t) = Real.exp (-1) ↔ t = 1) := by
  have he : Real.exp (-1) = Real.exp (t - 1) * Real.exp (-t) := by
    rw [← Real.exp_add]
    congr 1
    ring
  have hp := Real.exp_pos (-t)
  refine ⟨?_, fun h => ?_, fun h => by rw [h, one_mul]⟩
  · rw [he]
    exact mul_le_mul_of_nonneg_right (by linarith [Real.add_one_le_exp (t - 1)]) hp.le
  · by_contra hne
    have h1 := Real.add_one_lt_exp (sub_ne_zero.2 hne)
    rw [he] at h
    have h2 := mul_right_cancel₀ hp.ne' h
    linarith
```

With \(t=s^2k^2\), the bound and its equality case carry over. Equality gives \((ks-1)(ks+1)=0\), and positivity of \(k\) and \(s\) leaves \(k=1/s\).

```lean
/-- For `k > 0` the weighted overlap `k² b(k)²` is at most `2π / e`, and it reaches this
value exactly at `k = 1 / s`. -/
theorem weighted_overlap_max {s k : ℝ} (hs : 0 < s) (hk : 0 < k) :
    k ^ 2 * overlap s k ^ 2 ≤ 2 * π * Real.exp (-1) ∧
      (k ^ 2 * overlap s k ^ 2 = 2 * π * Real.exp (-1) ↔ k = 1 / s) := by
  have hkey : k ^ 2 * overlap s k ^ 2 =
      2 * π * (s ^ 2 * k ^ 2 * Real.exp (-(s ^ 2 * k ^ 2))) := by
    rw [overlap_sq hs]
    ring
  obtain ⟨hle, hiff⟩ := mul_exp_neg_le (s ^ 2 * k ^ 2)
  have hpi : 0 < 2 * π := by positivity
  rw [hkey]
  refine ⟨mul_le_mul_of_nonneg_left hle hpi.le, fun h => ?_, fun h => ?_⟩
  · have ht := hiff.1 (mul_left_cancel₀ hpi.ne' h)
    have hks : 0 < k * s := mul_pos hk hs
    have hz : (k * s - 1) * (k * s + 1) = 0 := by linear_combination ht
    rw [eq_div_iff hs.ne']
    rcases mul_eq_zero.1 hz with h' | h' <;> linarith
  · have hks : k * s = 1 := (eq_div_iff hs.ne').1 h
    rw [hiff.2 (by linear_combination (k * s + 1) * hks)]
```

`StrictAntiOn` on `Set.Ici (1 / s)` means strict decrease on \([1/s,\infty)\), endpoint included. The names `u` and `v` stand for \(s^2k^2\) and \(s^2l^2\), where \(l>k\) is the second wave number. The product \((u-1)(v-u)\) appears as `h4`.

```lean
/-- From `k = 1 / s` onwards the weighted overlap `k² b(k)²` decreases strictly. -/
theorem weighted_overlap_strictAntiOn {s : ℝ} (hs : 0 < s) :
    StrictAntiOn (fun k => k ^ 2 * overlap s k ^ 2) (Set.Ici (1 / s)) := by
  intro k hk l _ hkl
  have hks : 1 ≤ k * s := (div_le_iff₀ hs).1 hk
  have hk0 : 0 < k := lt_of_lt_of_le (by positivity) hk
  have hu : 1 ≤ s ^ 2 * k ^ 2 := by nlinarith
  have hkl2 : k ^ 2 < l ^ 2 := by nlinarith
  have huv : s ^ 2 * k ^ 2 < s ^ 2 * l ^ 2 :=
    mul_lt_mul_of_pos_left hkl2 (by positivity)
  change l ^ 2 * overlap s l ^ 2 < k ^ 2 * overlap s k ^ 2
  have hform : ∀ p : ℝ, p ^ 2 * overlap s p ^ 2 =
      2 * π * (s ^ 2 * p ^ 2 * Real.exp (-(s ^ 2 * p ^ 2))) := by
    intro p
    rw [overlap_sq hs]
    ring
  rw [hform l, hform k]
  generalize s ^ 2 * k ^ 2 = u at hu huv ⊢
  generalize s ^ 2 * l ^ 2 = v at huv ⊢
  -- compare the growth of `v / u` with that of `exp (v - u)`
  have he : Real.exp (-u) = Real.exp (v - u) * Real.exp (-v) := by
    rw [← Real.exp_add]
    congr 1
    ring

  have h2 := Real.add_one_lt_exp (sub_ne_zero.2 huv.ne')
  have h3 : u * (v - u + 1) < u * Real.exp (v - u) :=
    mul_lt_mul_of_pos_left h2 (by linarith)
  have h4 : 0 ≤ (u - 1) * (v - u) := mul_nonneg (by linarith) (by linarith)
  have h5 : v < u * Real.exp (v - u) := by linarith
  rw [he, ← mul_assoc u]
  exact mul_lt_mul_of_pos_left (mul_lt_mul_of_pos_right h5 (Real.exp_pos _)) (by positivity)
```

## The lower bound on the full strength

The hypothesis `0 < q` makes the coupling \(D-qk^2/2\) negative at large \(k\); `D` may have either sign. The proof writes \(D=qa\), so that `hkey` expresses the strength as a negative multiple of \(ue^{-u}\) with \(u=s^2k^2-2s^2a\). The tangent-line lemma then gives both the bound and the condition for equality.

```lean
/-- For `q > 0` the nonlocal strength is bounded below by `-π q exp (-(1 + 2 s² D / q))`,
with equality exactly when `k² = 2 D / q + 1 / s²`. -/
theorem nonlocalStrength_lower_bound {s q : ℝ} (hs : 0 < s) (hq : 0 < q) (D k : ℝ) :
    -(π * q * Real.exp (-(1 + 2 * s ^ 2 * (D / q)))) ≤ nonlocalStrength s D q k ∧
      (nonlocalStrength s D q k = -(π * q * Real.exp (-(1 + 2 * s ^ 2 * (D / q)))) ↔
        k ^ 2 = 2 * (D / q) + 1 / s ^ 2) := by
  have hD : q * (D / q) = D := by field_simp
  generalize D / q = a at hD ⊢
  subst hD
  have hC : 0 < π * q * Real.exp (-(2 * s ^ 2 * a)) := by positivity
  -- shift the variable so that the strength becomes a multiple of `t exp (-t)`
  have hkey : nonlocalStrength s (q * a) q k = -(π * q * Real.exp (-(2 * s ^ 2 * a))) *
      ((s ^ 2 * k ^ 2 - 2 * s ^ 2 * a) *
        Real.exp (-(s ^ 2 * k ^ 2 - 2 * s ^ 2 * a))) := by
    have he : Real.exp (-(s ^ 2 * k ^ 2)) = Real.exp (-(2 * s ^ 2 * a)) *
        Real.exp (-(s ^ 2 * k ^ 2 - 2 * s ^ 2 * a)) := by
      rw [← Real.exp_add]
      congr 1
      ring
    rw [nonlocalStrength_eq, overlap_sq hs, he]
    ring
  have hmin : -(π * q * Real.exp (-(1 + 2 * s ^ 2 * a))) =
      -(π * q * Real.exp (-(2 * s ^ 2 * a))) * Real.exp (-1) := by
    have he : Real.exp (-(1 + 2 * s ^ 2 * a)) =
        Real.exp (-(2 * s ^ 2 * a)) * Real.exp (-1) := by
      rw [← Real.exp_add]
      congr 1
      ring
    rw [he]
    ring
  obtain ⟨hle, hiff⟩ := mul_exp_neg_le (s ^ 2 * k ^ 2 - 2 * s ^ 2 * a)
  have hs2 : s ^ 2 ≠ 0 := by positivity
  have hi : s ^ 2 * (1 / s ^ 2) = 1 := mul_one_div_cancel hs2
  rw [hkey, hmin]
  refine ⟨?_, fun h => ?_, fun h => ?_⟩
  · have := mul_le_mul_of_nonneg_left hle hC.le
    linarith
  · have ht := hiff.1 (mul_left_cancel₀ (neg_ne_zero.2 hC.ne') h)
    apply mul_left_cancel₀ hs2
    linear_combination ht - hi
  · rw [hiff.2 (by linear_combination s ^ 2 * h + hi)]

end

end UltrasoftGaussianScattering
```

```lean
#print axioms UltrasoftGaussianScattering.nonlocalStrength_tendsto_zero
#print axioms UltrasoftGaussianScattering.weighted_overlap_max
#print axioms UltrasoftGaussianScattering.weighted_overlap_strictAntiOn
#print axioms UltrasoftGaussianScattering.nonlocalStrength_lower_bound
```

```
'UltrasoftGaussianScattering.nonlocalStrength_tendsto_zero' depends on axioms: [propext, Classical.choice, Quot.sound]
'UltrasoftGaussianScattering.weighted_overlap_max' depends on axioms: [propext, Classical.choice, Quot.sound]
'UltrasoftGaussianScattering.weighted_overlap_strictAntiOn' depends on axioms: [propext, Classical.choice, Quot.sound]
'UltrasoftGaussianScattering.nonlocalStrength_lower_bound' depends on axioms: [propext, Classical.choice, Quot.sound]
```
